# Started in the lower level on resonance, a mean-field Rabi model with a level shift proportional to the upper-level population never reaches full inversion

## Checking a propagator step

A real-time mean-field code rebuilds the Fock matrix $F$ from the current density matrix $\rho$ and advances $\rho$ by a short time step. For the driven two-level model defined below, with drive strength $W$ and level-shift parameter $l$, each step can be checked by reading off

$$x=2\,\mathrm{Re}\,\rho_{10},\qquad y=2\,\mathrm{Im}\,\rho_{10},\qquad z=\rho_{00}-\rho_{11}$$

and evaluating two residuals,

$$x^2+y^2+z^2-1,\qquad Wx+\tfrac{l}{2}(1+z)^2 .$$

Both vanish along the exact trajectory from the lower level, so a nonzero value, beyond rounding, comes from the finite time step or from a mistake in the code. A step $\rho\mapsto U\rho U^\dagger$ with unitary $U$ preserves the first even if $F$ is outdated or wrong; the second can reveal such a fault.

## A level shift that follows the population

Index 0 is the upper level, $\hbar=1$, and

$$\rho=\tfrac12(1+x\sigma_x+y\sigma_y+z\sigma_z),\qquad F(\rho)=\tfrac W2\sigma_x+l\rho_{00}\sigma_z .$$

The real number $W$ is the drive strength in a rotating frame. The real number $l$ sets how strongly the upper-level population shifts the levels, as a postulated stand-in for the density dependence of a Fock matrix.

Since $\rho_{00}=(1+z)/2$, we have $F=\tfrac12\,\Omega\cdot\sigma$ with $\Omega=(W,0,l(1+z))$. The Pauli commutators turn $\rho'=-i[F,\rho]$ into $r'=\Omega\times r$ for $r=(x,y,z)$:

$$x'=-l(1+z)y,\qquad y'=l(1+z)x-Wz,\qquad z'=Wy .$$

The start is $(0,0,-1)$. There the splitting $l(1+z)$ is zero and the drive is resonant; as population moves up, a nonzero $l$ detunes it.

## Two conserved quantities and a bound on the inversion

For all real $l,W$ and all times, the trajectory satisfies

$$x^2+y^2+z^2=1,\qquad Wx+\tfrac l2(1+z)^2=0,\qquad l^2(1+z)^3\le4W^2(1-z),$$

and $z\ne1$ if $l\ne0$.

Half the derivative of the squared length is

$$-l(1+z)xy+l(1+z)xy-Wyz+Wyz=0,$$

and the second quantity has derivative

$$-Wl(1+z)y+l(1+z)Wy=0 .$$

The initial values are 1 and 0. Eliminating $y$ and then $x$ gives

$$(z')^2=W^2y^2=W^2(1-z^2)-\tfrac{l^2}{4}(1+z)^4
=\tfrac14(1+z)\left[4W^2(1-z)-l^2(1+z)^3\right].$$

The left side is nonnegative, and unit length gives $1+z\ge0$. If $1+z>0$, the bracket is nonnegative, which is the bound. If $z=-1$, the bound reads $0\le8W^2$.

The cubic lies above its tangent at $z=1$:

$$(1+z)^3-\left[8-12(1-z)\right]=(z-1)^2(z+5)\ge0 .$$

Combined with the bound, this gives

$$2l^2\le(W^2+3l^2)(1-z).$$

For $l\ne0$ the inversion therefore stays below 1 by at least $2l^2/(W^2+3l^2)$. For $l=0$ and $W\ne0$, the solution $(0,\sin Wt,-\cos Wt)$ reaches $z=1$ at $t=\pm\pi/W$, one of which is positive for either sign of $W$.

## The Lean statement

`density` and `fock` are $\rho$ and $F$. `IsTrajectory l W x y z` says that three real functions satisfy the Bloch equations at every real time and start at $(0,0,-1)$. `mean_field_rabi` states the four claims for any such trajectory; existence for $l\ne0$ is not proved. The second conserved quantity is twice an energy functional belonging to $F$: for trace-preserving changes of $\rho$, $\mathrm{Tr}(F\,d\rho)=\tfrac12\,d\left[Wx+\tfrac l2(1+z)^2\right]$.

The model has two levels, a constant drive and no dissipation, and $F$ is not derived from a many-electron Hamiltonian.

```lean
import Mathlib

open Matrix

namespace MeanFieldRabi

noncomputable section

/-- The density matrix of a two-level system with Bloch vector `(x, y, z)`;
the index `0` is the upper level. -/
def density (x y z : ℝ) : Matrix (Fin 2) (Fin 2) ℂ :=
  !![(1 + (z : ℂ)) / 2, ((x : ℂ) - Complex.I * (y : ℂ)) / 2;
     ((x : ℂ) + Complex.I * (y : ℂ)) / 2, (1 - (z : ℂ)) / 2]

/-- The mean-field Hamiltonian: a drive of strength `W` couples the levels, and the levels
are shifted in opposite directions by `l` times the population of the upper level. -/
def fock (l W : ℝ) (ρ : Matrix (Fin 2) (Fin 2) ℂ) : Matrix (Fin 2) (Fin 2) ℂ :=
  !![(l : ℂ) * ρ 0 0, (W : ℂ) / 2; (W : ℂ) / 2, -((l : ℂ) * ρ 0 0)]

/-- A trajectory of the mean-field Rabi model: the Bloch vector obeys the nonlinear Bloch
equations at all times and starts in the lower level, at `(0, 0, -1)`. -/
structure IsTrajectory (l W : ℝ) (x y z : ℝ → ℝ) : Prop where
  dx : ∀ t, HasDerivAt x (-(l * (1 + z t) * y t)) t
  dy : ∀ t, HasDerivAt y (l * (1 + z t) * x t - W * z t) t
  dz : ∀ t, HasDerivAt z (W * y t) t
  x_zero : x 0 = 0
  y_zero : y 0 = 0
  z_zero : z 0 = -1

/-- The commutator of the mean-field Hamiltonian with the density matrix, times `-i`, is the
matrix built from the right-hand sides of the nonlinear Bloch equations. -/
theorem commutator_eq (l W x y z : ℝ) :
    -Complex.I • (fock l W (density x y z) * density x y z
        - density x y z * fock l W (density x y z)) =
      !![((W * y : ℝ) : ℂ) / 2,
          (((-(l * (1 + z) * y) : ℝ) : ℂ)
            - Complex.I * ((l * (1 + z) * x - W * z : ℝ) : ℂ)) / 2;
         (((-(l * (1 + z) * y) : ℝ) : ℂ)
            + Complex.I * ((l * (1 + z) * x - W * z : ℝ) : ℂ)) / 2,
          -((W * y : ℝ) : ℂ) / 2] := by
  ext i j
  fin_cases i <;> fin_cases j <;> apply Complex.ext <;>
    simp [fock, density] <;> ring

/-- Along a trajectory every entry of the density matrix obeys the time-dependent mean-field
equation `ρ' = -i [F(ρ), ρ]`. -/
theorem density_equation {l W : ℝ} {x y z : ℝ → ℝ} (h : IsTrajectory l W x y z)
    (t : ℝ) (i j : Fin 2) :
    HasDerivAt (fun s => density (x s) (y s) (z s) i j)
      ((-Complex.I • (fock l W (density (x t) (y t) (z t)) * density (x t) (y t) (z t)
        - density (x t) (y t) (z t) * fock l W (density (x t) (y t) (z t)))) i j) t := by
  rw [commutator_eq]
  have hx := (h.dx t).ofReal_comp
  have hy := (h.dy t).ofReal_comp
  have hz := (h.dz t).ofReal_comp
  fin_cases i <;> fin_cases j
  · exact (hz.const_add 1).div_const 2
  · exact (hx.fun_sub (hy.const_mul Complex.I)).div_const 2
  · exact (hx.fun_add (hy.const_mul Complex.I)).div_const 2
  · exact (hz.const_sub 1).div_const 2

/-- The Bloch vector of a trajectory has length one at all times. -/
theorem bloch_norm {l W : ℝ} {x y z : ℝ → ℝ} (h : IsTrajectory l W x y z) (t : ℝ) :
    x t ^ 2 + y t ^ 2 + z t ^ 2 = 1 := by
  have hd : ∀ s, HasDerivAt (fun s => x s * x s + y s * y s + z s * z s) 0 s := fun s =>
    ((((h.dx s).fun_mul (h.dx s)).fun_add ((h.dy s).fun_mul (h.dy s))).fun_add
      ((h.dz s).fun_mul (h.dz s))).congr_deriv (by ring)
  have hc := is_const_of_deriv_eq_zero (fun s => (hd s).differentiableAt)
    (fun s => (hd s).deriv) t 0
  simp only [h.x_zero, h.y_zero, h.z_zero] at hc
  linear_combination hc

/-- Along a trajectory the quantity `W x + l (1 + z)² / 2` is zero at all times. -/
theorem energy_zero {l W : ℝ} {x y z : ℝ → ℝ} (h : IsTrajectory l W x y z) (t : ℝ) :
    W * x t + l * (1 + z t) ^ 2 / 2 = 0 := by
  have hd : ∀ s, HasDerivAt
      (fun s => W * x s + l / 2 * ((1 + z s) * (1 + z s))) 0 s := fun s =>
    (((h.dx s).const_mul W).fun_add
      ((((h.dz s).const_add 1).fun_mul ((h.dz s).const_add 1)).const_mul
        (l / 2))).congr_deriv (by ring)
  have hc := is_const_of_deriv_eq_zero (fun s => (hd s).differentiableAt)
    (fun s => (hd s).deriv) t 0
  simp only [h.x_zero, h.z_zero] at hc
  linear_combination hc

/-- The inversion `z` of a trajectory obeys a closed first-order equation: the square of its rate of
change is a polynomial in `z` of degree at most four. -/
theorem inversion_rate_sq {l W : ℝ} {x y z : ℝ → ℝ} (h : IsTrajectory l W x y z) (t : ℝ) :
    deriv z t ^ 2 =
      (1 + z t) * (4 * W ^ 2 * (1 - z t) - l ^ 2 * (1 + z t) ^ 3) / 4 := by
  rw [(h.dz t).deriv]
  -- eliminate `x` and `y` with the two conserved quantities
  linear_combination W ^ 2 * bloch_norm h t
    - (W * x t - l * (1 + z t) ^ 2 / 2) * energy_zero h t

/-- The inversion of a trajectory satisfies `l² (1 + z)³ ≤ 4 W² (1 - z)` at all times. -/
theorem inversion_bound {l W : ℝ} {x y z : ℝ → ℝ} (h : IsTrajectory l W x y z) (t : ℝ) :
    l ^ 2 * (1 + z t) ^ 3 ≤ 4 * W ^ 2 * (1 - z t) := by
  have hz : 0 ≤ 1 + z t := by
    nlinarith [bloch_norm h t, sq_nonneg (x t), sq_nonneg (y t)]
  have hr := sq_nonneg (deriv z t)
  rw [inversion_rate_sq h t] at hr
  rcases hz.eq_or_lt with h0 | hpos
  · -- in the lower level the left side vanishes
    have h1 : z t = -1 := by linarith
    rw [h1]
    nlinarith [sq_nonneg W]
  · -- elsewhere the positive factor `1 + z` can be cancelled
    refine le_of_mul_le_mul_left ?_ hpos
    linarith

/-- The inversion of a trajectory satisfies `2 l² ≤ (W² + 3 l²) (1 - z)` at all times. -/
theorem inversion_gap {l W : ℝ} {x y z : ℝ → ℝ} (h : IsTrajectory l W x y z) (t : ℝ) :
    2 * l ^ 2 ≤ (W ^ 2 + 3 * l ^ 2) * (1 - z t) := by
  have hz : 0 ≤ z t + 5 := by
    nlinarith [bloch_norm h t, sq_nonneg (x t), sq_nonneg (y t)]
  -- the cubic lies above its tangent at `z = 1`
  have htan : 0 ≤ l ^ 2 * ((z t - 1) ^ 2 * (z t + 5)) := by positivity
  linarith [inversion_bound h t]

/-- Along a trajectory of the mean-field Rabi model, at all times the Bloch vector has length one,
`W x + l (1 + z)² / 2` is zero and the inversion obeys a cubic bound; for `l ≠ 0` full inversion is
never reached. -/
theorem mean_field_rabi {l W : ℝ} {x y z : ℝ → ℝ} (h : IsTrajectory l W x y z) (t : ℝ) :
    x t ^ 2 + y t ^ 2 + z t ^ 2 = 1 ∧
    W * x t + l * (1 + z t) ^ 2 / 2 = 0 ∧
    l ^ 2 * (1 + z t) ^ 3 ≤ 4 * W ^ 2 * (1 - z t) ∧
    (l ≠ 0 → z t ≠ 1) := by
  refine ⟨bloch_norm h t, energy_zero h t, inversion_bound h t, fun hl h1 => ?_⟩
  have hg := inversion_gap h t
  rw [h1] at hg
  have hp : 0 < l ^ 2 := by positivity
  linarith

/-- Without the mean-field shift (`l = 0`) and with a drive `W ≠ 0`, the Bloch vector
`(0, sin W t, -cos W t)` is a trajectory, and it reaches full inversion at `t = π / W`. -/
theorem full_inversion_without_shift {W : ℝ} (hW : W ≠ 0) :
    IsTrajectory 0 W (fun _ => 0) (fun t => Real.sin (W * t)) (fun t => -Real.cos (W * t)) ∧
    -Real.cos (W * (Real.pi / W)) = 1 := by
  have hlin : ∀ t : ℝ, HasDerivAt (fun s => W * s) W t := fun t => by
    simpa using (hasDerivAt_id' t).const_mul W
  refine ⟨⟨fun t => ?_, fun t => ?_, fun t => ?_, rfl, by simp, by simp⟩, ?_⟩
  · exact (hasDerivAt_const t (0 : ℝ)).congr_deriv (by simp)
  · exact (hlin t).sin.congr_deriv (by ring)
  · exact (hlin t).cos.fun_neg.congr_deriv (by ring)
  · have hp : W * (Real.pi / W) = Real.pi := by field_simp
    rw [hp, Real.cos_pi]
    norm_num

end

end MeanFieldRabi
```

```lean
#print axioms MeanFieldRabi.density_equation
#print axioms MeanFieldRabi.mean_field_rabi
#print axioms MeanFieldRabi.full_inversion_without_shift
```

```
'MeanFieldRabi.density_equation' depends on axioms: [propext, Classical.choice, Quot.sound]
'MeanFieldRabi.mean_field_rabi' depends on axioms: [propext, Classical.choice, Quot.sound]
'MeanFieldRabi.full_inversion_without_shift' depends on axioms: [propext, Classical.choice, Quot.sound]
```

## From the equations of motion to the gap

`commutator_eq` compares real and imaginary parts entry by entry, and `density_equation` uses it to show that a trajectory solves $\rho'=-i[F(\rho),\rho]$.

`bloch_norm` and `energy_zero` each show that a derivative is zero, apply `is_const_of_deriv_eq_zero`, and insert the initial values.

In `inversion_rate_sq`, the `linear_combination` step performs the elimination: $W^2$ times the norm identity removes $y$, and the energy identity times $Wx-l(1+z)^2/2$ replaces $W^2x^2$ by $l^2(1+z)^4/4$.

`inversion_bound` treats $z=-1$ separately and otherwise cancels the positive factor $1+z$. `inversion_gap` adds the tangent inequality `htan`. Setting $z=1$ there gives $2l^2\le0$, the contradiction that closes `mean_field_rabi`. `full_inversion_without_shift` verifies the explicit solution for $l=0$.
